# The binomial series of √(1 + x) diverges for x > 1

The theorem `binomial_series_diverges` says that for real `x > 1` the partial sums of the binomial series of √(1 + x) tend to no real limit. In physics this applies to expanding a quantity proportional to √(1 + x) in powers of x, such as the level splitting of a two-state system, with x the square of twice the coupling over the gap. The statement itself concerns only the real series and contains no Hamiltonian. The proof supposes a limit exists, so that the terms must tend to zero, and then shows that from some order `K` on their absolute values never fall below that of the `K`-th term, which is not zero.

The failing Lean file:

```lean
import Mathlib

open Polynomial Filter Topology Matrix

namespace BinomialSeriesDiverges

noncomputable section

/-- The generalised binomial coefficient "1/2 choose k", the coefficient of `x ^ k` in the
binomial series of `√(1 + x)`. -/
def binomCoeff (k : ℕ) : ℝ := ∏ i ∈ Finset.range k, (1 / 2 - (i : ℝ)) / ((i : ℝ) + 1)

/-- For `x > 1` the partial sums of the binomial series of `√(1 + x)` have no limit. -/
theorem binomial_series_diverges {x : ℝ} (hx : 1 < x) :
    ¬ ∃ L, Tendsto (fun N => ∑ k ∈ Finset.range N, binomCoeff k * x ^ k) atTop (𝓝 L) := by
  rintro ⟨L, hL⟩
  -- convergence would force the terms to vanish
  have h0 : Tendsto (fun k => binomCoeff k * x ^ k) atTop (𝓝 0) := by
    have h := (hL.comp (tendsto_add_atTop_nat 1)).sub hL
    simpa [Function.comp_def, Finset.sum_range_succ] using h
  have hc : ∀ k, binomCoeff k ≠ 0 := by
    intro k
    refine Finset.prod_ne_zero_iff.2 fun i _ => div_ne_zero ?_ (by positivity)
    intro h
    have h' : (2 : ℝ) * (i : ℝ) = 1 := by linarith
    have h'' : 2 * i = 1 := by exact_mod_cast h'
    omega
  have step : ∀ k : ℕ, binomCoeff (k + 1) * x ^ (k + 1)
      = binomCoeff k * x ^ k * ((1 / 2 - (k : ℝ)) / ((k : ℝ) + 1) * x) := by
    intro k
    simp only [binomCoeff, Finset.prod_range_succ, pow_succ]
    ring
  -- from some order on the terms no longer shrink
  obtain ⟨K, hK⟩ := exists_nat_ge ((1 + x / 2) / (x - 1))
  rw [div_le_iff₀ (by linarith)] at hK
  have grow : ∀ m : ℕ, |binomCoeff K * x ^ K| ≤ |binomCoeff (m + K) * x ^ (m + K)| := by
    intro m
    induction m with
    | zero => simp
    | succ m ih =>
      refine ih.trans ?_
      rw [show m + 1 + K = (m + K) + 1 by omega, step, abs_mul]
      apply le_mul_of_one_le_right (abs_nonneg _)
      refine le_trans ?_ (neg_le_abs _)
      have hk : (K : ℝ) ≤ ((m + K : ℕ) : ℝ) := by exact_mod_cast Nat.le_add_left K m
      generalize ((m + K : ℕ) : ℝ) = k at *
      have hk0 : 0 < k + 1 := by
        have : (0 : ℝ) ≤ K := Nat.cast_nonneg K
        linarith
      have e : -((1 / 2 - k) / (k + 1) * x) = (k - 1 / 2) * x / (k + 1) := by ring
      rw [e, le_div_iff₀ hk0]
      have h3 := mul_le_mul_of_nonneg_right hk (by linarith : 0 ≤ x - 1)
      nlinarith
  have hlim := h0.abs.comp (tendsto_add_atTop_nat K)
  have hle := ge_of_tendsto' hlim grow
  rw [abs_zero] at hle
  have hpos : 0 < |binomCoeff K * x ^ K| :=
    abs_pos.2 (mul_ne_zero (hc K) (pow_ne_zero _ (by linarith)))
  linarith

end

end BinomialSeriesDiverges
```

Messages:

```
Main.lean:43:6: error: Tactic `apply` failed: could not unify the conclusion of `le_mul_of_one_le_right (abs_nonneg ?m.401)`
  |?m.401| ≤ |?m.401| * ?m.393
with the goal
  |binomCoeff (m + K)| * |x ^ (m + K)| ≤ |binomCoeff (m + K) * x ^ (m + K) * ((1 / 2 - ↑(m + K)) / (↑(m + K) + 1) * x)|

Note: The full type of `le_mul_of_one_le_right (abs_nonneg ?m.401)` is
  1 ≤ ?m.393 → |?m.401| ≤ |?m.401| * ?m.393

case succ
x : ℝ
hx : 1 < x
L : ℝ
hL : Tendsto (fun N => ∑ k ∈ Finset.range N, binomCoeff k * x ^ k) atTop (𝓝 L)
h0 : Tendsto (fun k => binomCoeff k * x ^ k) atTop (𝓝 0)
hc : ∀ (k : ℕ), binomCoeff k ≠ 0
step : ∀ (k : ℕ), binomCoeff (k + 1) * x ^ (k + 1) = binomCoeff k * x ^ k * ((1 / 2 - ↑k) / (↑k + 1) * x)
K : ℕ
hK : 1 + x / 2 ≤ ↑K * (x - 1)
m : ℕ
ih : |binomCoeff K * x ^ K| ≤ |binomCoeff (m + K) * x ^ (m + K)|
⊢ |binomCoeff (m + K)| * |x ^ (m + K)| ≤ |binomCoeff (m + K) * x ^ (m + K) * ((1 / 2 - ↑(m + K)) / (↑(m + K) + 1) * x)|
```

After these edits no error is left:

```diff
@@ -40,5 +40,6 @@
     | succ m ih =>
       refine ih.trans ?_
-      rw [show m + 1 + K = (m + K) + 1 by omega, step, abs_mul]
+      rw [show m + 1 + K = (m + K) + 1 by omega, step,
+        abs_mul (binomCoeff (m + K) * x ^ (m + K))]
       apply le_mul_of_one_le_right (abs_nonneg _)
       refine le_trans ?_ (neg_le_abs _)
```

What went wrong. The induction step needs a goal of the form `|a| ≤ |a| * |r|`, where `a` is the term of order `m + K` and `r` is the ratio of the next term to it. After `step`, the goal is `|a| ≤ |a * r|`, and `abs_mul` is meant to split the right side. But `a` is itself a product, `binomCoeff (m + K) * x ^ (m + K)`, so `abs_mul` without arguments matches the left side first. Its variables are then fixed to those two factors, and the right side stays whole. The message shows the result: a product of absolute values on the left and a single absolute value on the right, which `le_mul_of_one_le_right` cannot fit.

The repair gives `abs_mul` its first factor, the whole of `a`. The left side no longer matches, and the right side becomes `|a| * |r|`. The `apply` then succeeds and leaves `1 ≤ |r|`, which the remaining lines prove. The line break in the `rw` is mere layout.
